# In \(D S_z^2 + B(S_+^{2S}+S_-^{2S})\) the pair \(m=\pm S\) splits by \(2|B|(2S)!\) for every \(S\ge 1/2\)

To extract the rhombic parameter \(E\) in \(DS_z^2+E(S_x^2-S_y^2)\) for a spin-1 centre from its computed energies, one sets the gap between the two levels built from \(m=\pm1\) equal to \(2|E|\). For a general spin \(S\) whose only transverse term is \(B(S_+^{2S}+S_-^{2S})\), the corresponding step is to divide the gap of the pair \(m=\pm S\) by \(2(2S)!\), which gives \(|B|\).

Write \(n=2S\), set \(\hbar=1\), and let \(e_k\), \(k=0,\dots,n\), be the state with \(m=k-n/2\). Thus \(e_0\) is the lowest rung of the ladder and \(e_n\) the highest.

## The amplitudes \(\sqrt{(k+1)(n-k)}\) of a spin \(n/2\)

The operators act as

\[
S_+e_k=\sqrt{(k+1)(n-k)}\,e_{k+1},\qquad S_-e_{k+1}=\sqrt{(k+1)(n-k)}\,e_k,\qquad S_ze_k=\left(k-\tfrac n2\right)e_k ,
\]

with \(S_-e_0=0\). These amplitudes distinguish an angular momentum from an arbitrary ladder of \(n+1\) levels. They matter in two places: in the commutator

\[
[S_+,S_-]e_k=\bigl(k(n-k+1)-(k+1)(n-k)\bigr)e_k=(2k-n)e_k=2S_ze_k ,
\]

and in the factor \(n!\) found below.

In Lean, a state is a function `Fin (n + 1) → ℂ`, and `ket n k` is \(e_k\), extended by zero for \(k>n\). The matrix `Sp n` has the amplitudes just below its diagonal, `Sm n` is its conjugate transpose, and `Sz n` is diagonal.

```lean
import Mathlib

open Matrix

namespace ZeroFieldSplitting

noncomputable section

/-- The state with magnetic quantum number `k - n/2` of a spin `n/2`; it is the zero vector
for `k > n`. -/
def ket (n k : ℕ) : Fin (n + 1) → ℂ := fun i => if (i : ℕ) = k then 1 else 0

/-- The ladder amplitude `√((k+1)(n-k))` between the levels `k` and `k+1`, for `k ≤ n`. -/
def ladder (n k : ℕ) : ℝ := Real.sqrt (((k : ℝ) + 1) * ((n : ℝ) - k))

/-- The raising operator of a spin `n/2`. -/
def Sp (n : ℕ) : Matrix (Fin (n + 1)) (Fin (n + 1)) ℂ :=
  Matrix.of fun i j => if (i : ℕ) = (j : ℕ) + 1 then (ladder n j : ℂ) else 0

/-- The lowering operator, the adjoint of the raising operator. -/
def Sm (n : ℕ) : Matrix (Fin (n + 1)) (Fin (n + 1)) ℂ := (Sp n)ᴴ

/-- The spin component along the axis, diagonal with entries `k - n/2`. -/
def Sz (n : ℕ) : Matrix (Fin (n + 1)) (Fin (n + 1)) ℂ :=
  Matrix.diagonal fun i => ((i : ℕ) : ℂ) - (n : ℂ) / 2
```

With all amplitudes replaced by 1, the ladder would still end, but for \(n=2\) two steps up would give \(e_2\) and not \(2e_2\). The commutator would have diagonal \((-1,0,1)\), whereas \(2S_z\) has \((-2,0,2)\).

## Real couplings and a transverse power equal to \(2S\)

The Hamiltonian contains an axial anisotropy \(D\) and a single transverse term of strength \(B\), both energies. Real values make it Hermitian. The exponent \(n=2S\) lets the transverse term connect the two ends of the ladder and nothing else.

Time reversal multiplies \(S_+^n+S_-^n\) by \((-1)^n\). The term is therefore a genuine zero-field interaction only for integer spin. For half-integer spin it breaks time-reversal symmetry, and its splitting of a Kramers pair needs a magnetic perturbation; at \(n=1\) it is \(2BS_x\), a transverse field.

```lean
/-- The Hamiltonian `D Sz² + B (Spⁿ + Smⁿ)` of a spin `n/2`. -/
def zfs (n : ℕ) (D B : ℝ) : Matrix (Fin (n + 1)) (Fin (n + 1)) ℂ :=
  (D : ℂ) • Sz n ^ 2 + (B : ℂ) • (Sp n ^ n + Sm n ^ n)

/-- The nonzero vector `v` is an eigenstate of `H` with real energy `E`. -/
def IsEigenstate {n : ℕ} (H : Matrix (Fin (n + 1)) (Fin (n + 1)) ℂ)
    (v : Fin (n + 1) → ℂ) (E : ℝ) : Prop := v ≠ 0 ∧ H *ᵥ v = (E : ℂ) • v
```

`IsEigenstate H v E` requires a nonzero vector and a real energy, here called `E`; it is not the rhombic parameter. It does not require normalisation: the unit vectors for the split pair are \((e_0\pm e_n)/\sqrt2\).

With a positive exponent below \(2S\) and \(B\ne0\), the vector \(e_0+e_n\) is no longer an eigenvector. For \(S=3/2\) and power 2,

\[
(S_+^2+S_-^2)(e_0+e_3)=2\sqrt3\,(e_2+e_1),
\]

which is not a multiple of \(e_0+e_3\).

## A ladder with \(n+1\) rungs

A finite spin has a highest and a lowest state. From here on, \(m\) counts ladder steps. Starting at \(e_k\), \(m\) raising steps give zero if \(k+m>n\), and \(m\) lowering steps give zero if \(k<m\). In particular \(n+1\) raising steps annihilate every basis state, so \(S_+^{n+1}=0\).

The first two lemmas below state that \(e_k=0\) for \(k>n\) and identify \(Ae_j\) with column \(j\) of a matrix \(A\). With their help `ladder_ket` recovers the actions of \(S_\pm\) displayed above; `Sz_ket` obtains that of \(S_z\) directly from its diagonal form.

```lean
/-- There is no level above `k = n`. -/
theorem ket_eq_zero {n k : ℕ} (h : n < k) : ket n k = 0 := by
  ext i
  have hi : (i : ℕ) ≠ k := by have := i.isLt; omega
  simp [ket, hi]

/-- An operator applied to a basis state gives the corresponding column of its matrix. -/
theorem mulVec_ket {n : ℕ} (A : Matrix (Fin (n + 1)) (Fin (n + 1)) ℂ) (i j : Fin (n + 1)) :
    (A *ᵥ ket n j) i = A i j := by
  simp [Matrix.mulVec, dotProduct, ket, Fin.val_inj]

/-- The raising operator takes level `k` to level `k+1`, and the lowering operator takes level `k+1`
to level `k`, both with the amplitude `ladder n k`; the lowering operator annihilates the lowest
state. -/
theorem ladder_ket (n : ℕ) :
    (∀ k, Sp n *ᵥ ket n k = (ladder n k : ℂ) • ket n (k + 1)) ∧
    (∀ k, Sm n *ᵥ ket n (k + 1) = (ladder n k : ℂ) • ket n k) ∧
    Sm n *ᵥ ket n 0 = 0 := by
  refine ⟨fun k => ?_, fun k => ?_, ?_⟩
  · by_cases hk : k < n + 1
    · ext i
      have h : (Sp n *ᵥ ket n k) i = Sp n i ⟨k, hk⟩ := mulVec_ket _ i ⟨k, hk⟩
      rw [h]
      simp [Sp, ket]
    · rw [ket_eq_zero (by omega : n < k), ket_eq_zero (by omega : n < k + 1)]
      simp
  · by_cases hk : k + 1 < n + 1
    · ext i
      have h : (Sm n *ᵥ ket n (k + 1)) i = Sm n i ⟨k + 1, hk⟩ := mulVec_ket _ i ⟨k + 1, hk⟩
      rw [h]
      by_cases hi : (i : ℕ) = k
      · simp [Sm, Sp, ket, hi]
      · simp [Sm, Sp, ket, hi, Ne.symm hi]
    · -- beyond the top level the amplitude vanishes
      have hn : (n : ℝ) ≤ k := by exact_mod_cast (by omega : n ≤ k)
      have h0 : ladder n k = 0 := Real.sqrt_eq_zero_of_nonpos
        (mul_nonpos_iff.2 (Or.inl ⟨by positivity, by linarith⟩))
      rw [ket_eq_zero (by omega : n < k + 1), h0]
      simp
  · ext i
    have h : (Sm n *ᵥ ket n 0) i = Sm n i 0 := mulVec_ket _ i 0
    rw [h]
    simp [Sm, Sp]

/-- The state `k` has spin component `k - n/2` along the axis. -/
theorem Sz_ket (n k : ℕ) : Sz n *ᵥ ket n k = ((k : ℂ) - (n : ℂ) / 2) • ket n k := by
  ext i
  by_cases hi : (i : ℕ) = k
  · simp [Sz, Matrix.mulVec_diagonal, ket, hi]
  · simp [Sz, Matrix.mulVec_diagonal, ket, hi]
```

The commutator proof follows the calculation by hand. Its step `sq` squares the amplitude, `key` compares both operators on each \(e_k\), with \(k=0\) treated separately because \(S_-e_0=0\), and `mulVec_ket` turns agreement on the basis into equality of matrices.

```lean
/-- The matrices obey the angular momentum relation `[Sp, Sm] = 2 Sz`. -/
theorem spin_commutator (n : ℕ) : Sp n * Sm n - Sm n * Sp n = (2 : ℂ) • Sz n := by
  obtain ⟨hp, hm, h0⟩ := ladder_ket n
  have sq : ∀ k, k ≤ n → (ladder n k : ℂ) * (ladder n k : ℂ) = ((k : ℂ) + 1) * (n - k) := by
    intro k hk
    have hk' : (k : ℝ) ≤ n := by exact_mod_cast hk
    rw [← Complex.ofReal_mul, ladder,
      Real.mul_self_sqrt (mul_nonneg (by positivity) (by linarith))]
    push_cast
    ring
  -- compare both sides on every basis state
  have key : ∀ k, k ≤ n →
      (Sp n * Sm n - Sm n * Sp n) *ᵥ ket n k = ((2 : ℂ) • Sz n) *ᵥ ket n k := by
    intro k hk
    rw [Matrix.sub_mulVec, ← Matrix.mulVec_mulVec, ← Matrix.mulVec_mulVec,
      Matrix.smul_mulVec, Sz_ket, hp, Matrix.mulVec_smul, hm, smul_smul, sq k hk]
    cases k with
    | zero =>
      rw [h0, Matrix.mulVec_zero]
      push_cast
      module
    | succ k =>
      rw [hm, Matrix.mulVec_smul, hp, smul_smul, sq k (by omega)]
      push_cast
      module
  ext i j
  rw [← mulVec_ket (Sp n * Sm n - Sm n * Sp n) i j, ← mulVec_ket ((2 : ℂ) • Sz n) i j,
    key j (Nat.le_of_lt_succ j.2)]
```

The annihilation statement is proved by induction on the number of steps. One factor acts on the state first, and the induction hypothesis applies to the neighbouring rung. Nilpotency then follows column by column.

```lean
/-- A state is annihilated by `m` ladder steps that would lead above the highest or below
the lowest level. -/
theorem ladder_pow_ket_eq_zero (n m : ℕ) :
    (∀ k, n < k + m → Sp n ^ m *ᵥ ket n k = 0) ∧ (∀ k, k < m → Sm n ^ m *ᵥ ket n k = 0) := by
  obtain ⟨hp, hm, h0⟩ := ladder_ket n
  induction m with
  | zero => exact ⟨fun k h => by rw [ket_eq_zero (by omega), Matrix.mulVec_zero],
      fun k h => by omega⟩
  | succ m ih =>
    refine ⟨fun k h => ?_, fun k h => ?_⟩
    · rw [pow_succ, ← Matrix.mulVec_mulVec, hp, Matrix.mulVec_smul, ih.1 _ (by omega), smul_zero]
    · rw [pow_succ, ← Matrix.mulVec_mulVec]
      cases k with
      | zero => rw [h0, Matrix.mulVec_zero]
      | succ k => rw [hm, Matrix.mulVec_smul, ih.2 _ (by omega), smul_zero]

/-- For a spin `n/2` the raising operator satisfies `Sp^(n+1) = 0`. -/
theorem Sp_pow_succ_eq_zero (n : ℕ) : Sp n ^ (n + 1) = 0 := by
  ext i j
  rw [← mulVec_ket (Sp n ^ (n + 1)) i j, (ladder_pow_ket_eq_zero n (n + 1)).1 _ (by omega)]
  rfl
```

The bound on the number of rungs is what makes this work: on a ladder without a top and with nonzero amplitudes, no power of the raising operator would vanish.

For the climb that just fits, the amplitudes multiply. For \(m\le n\),

\[
S_+^me_0=\prod_{j=0}^{m-1}\sqrt{(j+1)(n-j)}\;e_m
=\sqrt{m!\;n(n-1)\cdots(n-m+1)}\;e_m .
\]

At \(m=n\) the root is \(\sqrt{n!\,n!}=n!\), so \(S_+^ne_0=n!\,e_n\). The descent from \(e_m\) to \(e_0\) uses the same amplitudes in reverse order, hence \(S_-^ne_n=n!\,e_0\).

In the proof, `n.descFactorial m` is the falling product \(n(n-1)\cdots(n-m+1)\). The step `step` multiplies in one more amplitude, and `both` carries out the induction in both directions. The condition `m ≤ n` keeps the factor \(n-m\) nonnegative when the next amplitude is taken.

```lean
/-- Climbing from the lowest to the highest state in `n` steps gives the factor `n!`, and so
does the way down. -/
theorem ladder_pow_extremal (n : ℕ) :
    Sp n ^ n *ᵥ ket n 0 = (n.factorial : ℂ) • ket n n ∧
    Sm n ^ n *ᵥ ket n n = (n.factorial : ℂ) • ket n 0 := by
  obtain ⟨hp, hm, -⟩ := ladder_ket n
  have step : ∀ m, m ≤ n →
      ladder n m * Real.sqrt ((m.factorial : ℝ) * (n.descFactorial m : ℝ)) =
        Real.sqrt (((m + 1).factorial : ℝ) * (n.descFactorial (m + 1) : ℝ)) := by
    intro m h
    have h' : (m : ℝ) ≤ n := by exact_mod_cast h
    rw [ladder, ← Real.sqrt_mul (mul_nonneg (by positivity) (by linarith)),
      Nat.factorial_succ, Nat.descFactorial_succ]
    congr 1
    push_cast [Nat.cast_sub h]
    ring
  -- the amplitude accumulated in `m` steps, upwards and downwards
  have both : ∀ m, m ≤ n →
      Sp n ^ m *ᵥ ket n 0 =
        (Real.sqrt ((m.factorial : ℝ) * (n.descFactorial m : ℝ)) : ℂ) • ket n m ∧
      Sm n ^ m *ᵥ ket n m =
        (Real.sqrt ((m.factorial : ℝ) * (n.descFactorial m : ℝ)) : ℂ) • ket n 0 := by
    intro m
    induction m with
    | zero => intro _; simp
    | succ m ih =>
      intro h
      obtain ⟨h1, h2⟩ := ih (by omega)
      rw [← step m (by omega), Complex.ofReal_mul]
      constructor
      · rw [pow_succ', ← Matrix.mulVec_mulVec, h1, Matrix.mulVec_smul, hp]
        module
      · rw [pow_succ, ← Matrix.mulVec_mulVec, hm, Matrix.mulVec_smul, h2]
        module
  have h := both n le_rfl
  rw [Nat.descFactorial_self, Real.sqrt_mul_self (Nat.cast_nonneg _),
    Complex.ofReal_natCast] at h
  exact h
```

## At least two levels: \(n\ge1\)

Physically, \(n\ge1\) means that there is a pair to split: \(e_0\) and \(e_n\) are different states. The derivation uses this when it sets \(S_+^ne_n=0\) and \(S_-^ne_0=0\), since at least one step must leave the ladder. Then

\[
He_0=\frac{Dn^2}{4}e_0+Bn!\,e_n,\qquad
He_n=\frac{Dn^2}{4}e_n+Bn!\,e_0 ,
\]

and adding or subtracting gives

\[
H(e_0\pm e_n)=\left(\frac{Dn^2}{4}\pm Bn!\right)(e_0\pm e_n).
\]

For an intermediate state, \(0<k<n\), both \(S_+^n\) and \(S_-^n\) lead off the ladder, so \(He_k=D(k-n/2)^2e_k\). The two strict inequalities exclude the ends, which the transverse term mixes when \(B\ne0\). For \(n=1\) there are no intermediate states.

The theorem `zfs_levels` states these three families. In its proof, `hn` supplies the two vanishing terms `hpn` and `hm0`, and also shows that \(e_0\pm e_n\) is nonzero, through its component at index 0. The identity `hH` applies the Hamiltonian term by term, and `module` collects the coefficients.

```lean
/-- For a spin `n/2` with `n ≥ 1`, the Hamiltonian `D Sz² + B (Spⁿ + Smⁿ)` has the eigenstates
`e_0 ± e_n` with energies `D n²/4 ± B n!`, and each `e_k` with `0 < k < n` is an eigenstate with
energy `D (k - n/2)²`. -/
theorem zfs_levels {n : ℕ} (hn : 1 ≤ n) (D B : ℝ) :
    IsEigenstate (zfs n D B) (ket n 0 + ket n n) (D * (n : ℝ) ^ 2 / 4 + B * n.factorial) ∧
    IsEigenstate (zfs n D B) (ket n 0 - ket n n) (D * (n : ℝ) ^ 2 / 4 - B * n.factorial) ∧
    ∀ k, 0 < k → k < n →
      IsEigenstate (zfs n D B) (ket n k) (D * ((k : ℝ) - (n : ℝ) / 2) ^ 2) := by
  have hn0 : n ≠ 0 := by omega
  obtain ⟨hup, hdown⟩ := ladder_pow_extremal n
  obtain ⟨hp, hm⟩ := ladder_pow_ket_eq_zero n n
  have hH : ∀ v, zfs n D B *ᵥ v =
      (D : ℂ) • (Sz n *ᵥ (Sz n *ᵥ v)) + (B : ℂ) • (Sp n ^ n *ᵥ v + Sm n ^ n *ᵥ v) := by
    intro v
    simp only [zfs, pow_two, Matrix.add_mulVec, Matrix.smul_mulVec, Matrix.mulVec_mulVec]
  have hpn := hp n (by omega)
  have hm0 := hm 0 (by omega)
  refine ⟨⟨?_, ?_⟩, ⟨?_, ?_⟩, fun k hk hkn => ⟨?_, ?_⟩⟩
  · intro h
    have h' := congrFun h 0
    simp [ket, hn0.symm] at h'
  · rw [hH]
    simp only [Matrix.mulVec_add, Matrix.mulVec_smul, Sz_ket, hup, hdown, hpn, hm0]
    push_cast
    module
  · intro h
    have h' := congrFun h 0
    simp [ket, hn0.symm] at h'
  · rw [hH]
    simp only [Matrix.mulVec_sub, Matrix.mulVec_smul, Sz_ket, hup, hdown, hpn, hm0]
    push_cast
    module
  · intro h
    have h' := congrFun h ⟨k, by omega⟩
    simp [ket] at h'
  · rw [hH, hp k (by omega), hm k hkn]
    simp only [Matrix.mulVec_smul, Sz_ket]
    push_cast
    module
```

At \(n=0\) the claim fails. There \(S_\pm^0=1\) and \(S_z=0\), so \(H=2B\) on a single state. The vector \(e_0-e_0\) is zero and hence no eigenvector, while \(e_0+e_0\) has energy \(2B\), where the formula would give \(B\).

The \(n+1\) listed vectors are mutually orthogonal and so exhaust the spectrum, a count that the theorem leaves to the reader.

## Cartesian components for spin 1

The last theorem takes \(S_x\), \(S_y\) and \(H\) as matrices fixed by three equations: `hx` and `hy` are the usual relations \(S_x=(S_++S_-)/2\) and \(S_y=(S_+-S_-)/(2i)\), and `hH` is the Hamiltonian \(DS_z^2+E(S_x^2-S_y^2)\). When the squares are expanded, the mixed products cancel:

\[
S_x^2-S_y^2=\tfrac12(S_+^2+S_-^2).
\]

This is the case \(n=2\), \(B=E/2\). Since \(B\cdot2!=E\), the levels are \(D+E\) and \(D-E\) for \(e_0\pm e_2\), and \(0\) for \(e_1\). If the axial term is written in traceless form, \(D(S_z^2-2/3)\), all three shift by \(-2D/3\) and the gaps stay the same.

The proof uses the three equations in `hz` to rewrite \(H\) as `zfs 2 D (E / 2)`. It then applies `zfs_levels` and simplifies the energies.

```lean
/-- For spin 1, the Hamiltonian `D Sz² + E (Sx² - Sy²)` with `Sx = (Sp + Sm)/2` and
`Sy = (Sp - Sm)/(2i)` has the levels `D + E`, `D - E` and `0`. -/
theorem spin_one_levels (D E : ℝ) (Sx Sy H : Matrix (Fin 3) (Fin 3) ℂ)
    (hx : Sx = (1 / 2 : ℂ) • (Sp 2 + Sm 2)) (hy : Sy = (-Complex.I / 2) • (Sp 2 - Sm 2))
    (hH : H = (D : ℂ) • Sz 2 ^ 2 + (E : ℂ) • (Sx ^ 2 - Sy ^ 2)) :
    IsEigenstate (n := 2) H (ket 2 0 + ket 2 2) (D + E) ∧
    IsEigenstate (n := 2) H (ket 2 0 - ket 2 2) (D - E) ∧
    IsEigenstate (n := 2) H (ket 2 1) 0 := by
  have hI : (-Complex.I / 2) * (-Complex.I / 2) = -1 / 4 := by
    linear_combination (1 / 4 : ℂ) * Complex.I_mul_I
  -- the rhombic term is `(E/2)(Sp² + Sm²)`
  have hz : H = zfs 2 D (E / 2) := by
    rw [hH, hx, hy, zfs]
    simp only [pow_two, smul_mul_smul_comm, hI, mul_add, add_mul, mul_sub, sub_mul]
    push_cast
    module
  obtain ⟨h1, h2, h3⟩ := zfs_levels (n := 2) (by norm_num) D (E / 2)
  have e1 : D * ((2 : ℕ) : ℝ) ^ 2 / 4 + E / 2 * (Nat.factorial 2 : ℝ) = D + E := by
    rw [Nat.factorial_two]; push_cast; ring
  have e2 : D * ((2 : ℕ) : ℝ) ^ 2 / 4 - E / 2 * (Nat.factorial 2 : ℝ) = D - E := by
    rw [Nat.factorial_two]; push_cast; ring
  have e3 : D * (((1 : ℕ) : ℝ) - ((2 : ℕ) : ℝ) / 2) ^ 2 = 0 := by
    push_cast; ring
  have h4 := h3 1 (by norm_num) (by norm_num)
  rw [e1] at h1
  rw [e2] at h2
  rw [e3] at h4
  rw [hz]
  exact ⟨h1, h2, h4⟩

end

end ZeroFieldSplitting
```

The factor \(i\) in `hy` matters. With \(S_y\) replaced by \((S_+-S_-)/2\), the difference of squares would be diagonal with entries \((1,2,1)\). The levels would be \(D+E\) twice and \(2E\), and the pair would not split.

```lean
#print axioms ZeroFieldSplitting.spin_commutator
#print axioms ZeroFieldSplitting.Sp_pow_succ_eq_zero
#print axioms ZeroFieldSplitting.spin_one_levels
```

```
'ZeroFieldSplitting.spin_commutator' depends on axioms: [propext, Classical.choice, Quot.sound]
'ZeroFieldSplitting.Sp_pow_succ_eq_zero' depends on axioms: [propext, Classical.choice, Quot.sound]
'ZeroFieldSplitting.spin_one_levels' depends on axioms: [propext, Classical.choice, Quot.sound]
```
